# An even-parity four-mode state that is not a Bogoliubov vacuum

Take three fermionic modes, numbered 0, 1 and 2, with annihilation operators $a_i$ and creation operators $a_i^*$. Let $\psi=\alpha|\emptyset\rangle+\beta|012\rangle$ with $\alpha,\beta\neq0$. Since $a_i|\emptyset\rangle=0$ and $a_i^*|012\rangle=0$, for complex $u_i,v_i$

$$\sum_i(u_ia_i+v_ia_i^*)\psi=\alpha\sum_i v_i|i\rangle+\beta\bigl(u_0|12\rangle-u_1|02\rangle+u_2|01\rangle\bigr).$$

The six vectors on the right are linearly independent, so the result vanishes only if every $u_i$ and $v_i$ is zero. Four modes work the same way, with one- and three-particle vectors, and there the state also has definite parity. Hence a single Hartree–Fock–Bogoliubov product state built on these four modes cannot represent the equal superposition of empty and full exactly, although the parity is right.

## Fermionic operators on occupation amplitudes

```lean
import Mathlib

open Matrix ComplexConjugate

namespace FourModeNonGaussian

noncomputable section

variable {n : ℕ}
```

A vector $\psi$ assigns a complex amplitude $\psi(S)$ to each set $S$ of occupied modes; there are $n$ modes, and normalisation is not built in.

```lean
/-- Fock space of `n` fermionic modes: an amplitude for each set of occupied modes. -/
abbrev Fock (n : ℕ) := Finset (Fin n) → ℂ
```

Let $s_i(S)=\prod_{k\in S,\,k<i}(-1)$ be the Jordan–Wigner sign, `sgn i S`. Then $(a_i\psi)(S)=s_i(S)\,\psi(S\cup\{i\})$ if $i\notin S$, and $(a_i^*\psi)(S)=s_i(S)\,\psi(S\setminus\{i\})$ if $i\in S$; both are zero otherwise.

```lean
/-- The Jordan-Wigner sign: a factor `-1` for each occupied mode before mode `i`. -/
def sgn (i : Fin n) (S : Finset (Fin n)) : ℂ := ∏ k ∈ S, if k < i then (-1 : ℂ) else 1

/-- The annihilation operator of mode `i`. -/
def ann (i : Fin n) (ψ : Fock n) : Fock n :=
  fun S => if i ∈ S then 0 else sgn i S * ψ (insert i S)

/-- The creation operator of mode `i`. -/
def cre (i : Fin n) (ψ : Fock n) : Fock n :=
  fun S => if i ∈ S then sgn i S * ψ (S.erase i) else 0
```

The coefficients `u` and `v` in `quasi` are independent complex vectors. Parity multiplies $\psi(S)$ by $(-1)^{|S|}$, and `emptyFull α β` is $\alpha|\emptyset\rangle+\beta|F\rangle$, with $F$ the set of all modes.

```lean
/-- The linear combination `∑ i, (u i a_i + v i a_i*)` acting on a state. -/
def quasi (u v : Fin n → ℂ) (ψ : Fock n) : Fock n :=
  fun S => ∑ i, (u i * ann i ψ S + v i * cre i ψ S)

/-- The fermion parity operator. -/
def parity (ψ : Fock n) : Fock n := fun S => (-1) ^ S.card * ψ S

/-- The superposition of the empty state (amplitude `α`) and the fully filled state
(amplitude `β`). -/
def emptyFull (α β : ℂ) : Fock n :=
  fun S => (if S = ∅ then α else 0) + (if S = Finset.univ then β else 0)
```

## Quasiparticles must be canonical fermions

For $b_k=\sum_i(U_{ki}a_i+V_{ki}a_i^*)$, the canonical relations give

$$\{b_k,b_l^*\}=(UU^\dagger+VV^\dagger)_{kl},\qquad \{b_k,b_l\}=(UV^T+VU^T)_{kl}.$$

The two matrix conditions below therefore say that the $b_k$ are again fermions. Without the first, $U=V=0$ would be admissible and every nonzero vector would count as a vacuum. The second is part of the definition, but the four-mode refutation does not use it.

```lean
/-- A Bogoliubov vacuum: a nonzero state annihilated by `n` quasiparticle operators
that satisfy the canonical anticommutation relations. -/
def IsBogoliubovVacuum (ψ : Fock n) : Prop :=
  ψ ≠ 0 ∧ ∃ U V : Matrix (Fin n) (Fin n) ℂ,
    U * Uᴴ + V * Vᴴ = 1 ∧ U * Vᵀ + V * Uᵀ = 0 ∧ ∀ k, quasi (U k) (V k) ψ = 0
```

This reading relies on the $a_i$ being genuine fermionic operators, which the next results establish. For adjointness, substitute $T=S\cup\{i\}$ in $\sum_{S\not\ni i}\overline{\phi(S)}\,s_i(S)\,\psi(S\cup\{i\})$. The sign is unchanged because $i$ does not precede itself. The Lean proof makes this substitution with `toggle`.

```lean
/-- Change the occupation of mode `i`. -/
def toggle (i : Fin n) (S : Finset (Fin n)) : Finset (Fin n) :=
  if i ∈ S then S.erase i else insert i S

/-- Filling an empty mode `k` changes the sign of mode `i` exactly when `k` precedes `i`. -/
theorem sgn_insert {k : Fin n} {S : Finset (Fin n)} (h : k ∉ S) (i : Fin n) :
    sgn i (insert k S) = (if k < i then (-1 : ℂ) else 1) * sgn i S :=
  Finset.prod_insert h

/-- Creation and annihilation operators of a mode are adjoint to each other. -/
theorem ann_adjoint (i : Fin n) (φ ψ : Fock n) :
    ∑ S, conj (φ S) * ann i ψ S = ∑ S, conj (cre i φ S) * ψ S := by
  have hc : ∀ S : Finset (Fin n), conj (sgn i S) = sgn i S := by
    intro S
    unfold sgn
    rw [map_prod]
    refine Finset.prod_congr rfl fun k _ => ?_
    split_ifs <;> simp
  have ht : ∀ S : Finset (Fin n), toggle i (toggle i S) = S := by
    intro S
    by_cases hi : i ∈ S
    · simp [toggle, hi, Finset.insert_erase]
    · simp [toggle, hi]
  -- pair each configuration with the one where mode `i` is toggled
  refine Finset.sum_nbij' (toggle i) (toggle i) (fun _ _ => Finset.mem_univ _)
    (fun _ _ => Finset.mem_univ _) (fun S _ => ht S) (fun S _ => ht S) ?_
  intro S _
  by_cases hi : i ∈ S
  · simp [toggle, ann, cre, hi]
  · simp only [toggle, ann, cre, hi, ↓reduceIte, Finset.mem_insert_self,
      Finset.erase_insert hi, sgn_insert hi, lt_self_iff_false, one_mul, map_mul, hc]
    ring
```

For $i<j$ and $S$ containing neither, $(a_ia_j\psi)(S)=-s_i(S)s_j(S)\psi(S\cup\{i,j\})$, because filling $i$ flips the sign of $j$, while $(a_ja_i\psi)(S)$ has the opposite sign. The sum is zero. If $i=j$, or if $S$ contains either mode, both terms vanish.

```lean
/-- Annihilation operators anticommute. -/
theorem ann_anticomm (i j : Fin n) (ψ : Fock n) :
    ann i (ann j ψ) + ann j (ann i ψ) = 0 := by
  funext S
  by_cases hij : i = j
  · subst hij
    simp [ann]
  by_cases hi : i ∈ S
  · simp [ann, hi]
  by_cases hj : j ∈ S
  · simp [ann, hj]
  simp only [Pi.add_apply, Pi.zero_apply, ann, Finset.mem_insert, hi, hj, hij, Ne.symm hij,
    or_self, ↓reduceIte, sgn_insert hi, sgn_insert hj]
  rw [Finset.insert_comm j i S]
  rcases lt_trichotomy i j with h | h | h
  · simp only [h, lt_asymm h, ↓reduceIte]
    ring
  · exact absurd h hij
  · simp only [h, lt_asymm h, ↓reduceIte]
    ring
```

For $\{a_i,a_i^*\}$, exactly one of the two products contributes at each $S$, with factor $s_i^2=1$. For $i\neq j$, only sets with $j\in S$ and $i\notin S$ matter. With $T=S\setminus\{j\}$, both orders give $\pm s_i(T)s_j(T)\psi(T\cup\{i\})$; exactly one exchange sign differs between them, so they cancel. The proof splits into the same cases and compares $i$ with $j$ by `lt_trichotomy`.

```lean
/-- The canonical anticommutator of an annihilation and a creation operator. -/
theorem ann_cre_anticomm (i j : Fin n) (ψ : Fock n) :
    ann i (cre j ψ) + cre j (ann i ψ) = if i = j then ψ else 0 := by
  have hsq : ∀ S : Finset (Fin n), sgn i S * sgn i S = 1 := by
    intro S
    unfold sgn
    rw [← Finset.prod_mul_distrib]
    refine Finset.prod_eq_one fun k _ => ?_
    split_ifs <;> norm_num
  funext S
  by_cases hij : i = j
  · subst hij
    rw [if_pos rfl]
    by_cases hi : i ∈ S
    · obtain ⟨T, hT, rfl⟩ : ∃ T, i ∉ T ∧ insert i T = S :=
        ⟨S.erase i, by simp, Finset.insert_erase hi⟩
      simp only [Pi.add_apply, ann, cre, Finset.mem_insert_self, hT, ↓reduceIte,
        Finset.erase_insert hT, sgn_insert hT, lt_self_iff_false]
      linear_combination ψ (insert i T) * hsq T
    · simp only [Pi.add_apply, ann, cre, Finset.mem_insert_self, hi, ↓reduceIte,
        Finset.erase_insert hi, sgn_insert hi, lt_self_iff_false]
      linear_combination ψ S * hsq S
  · rw [if_neg hij]
    by_cases hi : i ∈ S
    · simp [ann, cre, hi, hij]
    by_cases hj : j ∈ S
    · obtain ⟨T, hT, rfl⟩ : ∃ T, j ∉ T ∧ insert j T = S :=
        ⟨S.erase j, by simp, Finset.insert_erase hj⟩
      have hiT : i ∉ T := fun h => hi (Finset.mem_insert_of_mem h)
      have he : (insert i (insert j T)).erase j = insert i T := by
        rw [Finset.insert_comm, Finset.erase_insert (by simp [Ne.symm hij, hT])]
      simp only [Pi.add_apply, Pi.zero_apply, ann, cre, Finset.mem_insert, hij, hiT, or_self,
        true_or, or_true, ↓reduceIte, he, Finset.erase_insert hT, sgn_insert hi,
        sgn_insert hT, lt_self_iff_false]
      -- the two orders of the operators differ by one exchange sign
      rcases lt_trichotomy i j with h | h | h
      · simp only [h, lt_asymm h, ↓reduceIte]
        ring
      · exact absurd h hij
      · simp only [h, lt_asymm h, ↓reduceIte]
        ring
    · simp [ann, cre, hi, hj, Ne.symm hij]
```

## At least three modes keep the two components apart

The condition `3 ≤ n` ensures that removing one particle from the full state never gives a configuration reached by adding one to the empty state. By hand, evaluate the annihilation equation at $\{k\}$ and at $F\setminus\{k\}$:

$$0=v_k\alpha+\sum_{i\ne k}u_i\,s_i(\{k\})\,\psi(\{i,k\}),$$

$$0=u_k\,s_k(F\setminus\{k\})\,\beta+\sum_{i\ne k}v_i\,s_i(F\setminus\{k\})\,\psi(F\setminus\{i,k\}).$$

The amplitudes in the sums belong to particle numbers $2$ and $n-2$. For $n\geq3$ neither number is $0$ or $n$, so the sums vanish. This is the third part of the following lemma, whose own condition `0 < n` keeps empty and full distinct.

```lean
/-- The amplitudes of the superposition: `α` on empty, `β` on full, zero at every
intermediate particle number. -/
theorem emptyFull_values (α β : ℂ) (hn : 0 < n) :
    (emptyFull α β : Fock n) ∅ = α ∧ (emptyFull α β : Fock n) Finset.univ = β ∧
      ∀ S : Finset (Fin n), S.card ≠ 0 → S.card ≠ n → emptyFull α β S = 0 := by
  have hne : (∅ : Finset (Fin n)) ≠ Finset.univ := by
    intro h
    have h' := congrArg Finset.card h
    rw [Finset.card_empty, Finset.card_univ, Fintype.card_fin] at h'
    omega
  refine ⟨?_, ?_, ?_⟩
  · simp only [emptyFull, hne, ↓reduceIte, add_zero]
  · simp only [emptyFull, hne.symm, ↓reduceIte, zero_add]
  · intro S h0 h1
    have hS0 : S ≠ ∅ := by
      rintro rfl
      exact h0 Finset.card_empty
    have hS1 : S ≠ Finset.univ := by
      rintro rfl
      exact h1 (by rw [Finset.card_univ, Fintype.card_fin])
    simp only [emptyFull, hS0, hS1, ↓reduceIte, add_zero]
```

With two modes the sums survive. The equations become $v_0\alpha-u_1\beta=0$ and $v_1\alpha+u_0\beta=0$, which have nonzero solutions.

## Both components must be present

What remains is $v_k\alpha=0$ and $\pm u_k\beta=0$. The hypotheses `hα` and `hβ` say that empty and full both occur in the state, and they are what allows the division. If $\alpha=0$, every $a_i^*$ annihilates the state; if $\beta=0$, every $a_i$ does.

In the proof, `congrFun` evaluates the equation at the two configurations, `Finset.sum_eq_single k` removes the other terms by particle number, and `simpa` cancels the nonzero sign and amplitude.

```lean
/-- With three or more modes and both amplitudes nonzero, no nonzero linear combination of
creation and annihilation operators annihilates the superposition of empty and full. -/
theorem no_linear_annihilator (hn : 3 ≤ n) {α β : ℂ} (hα : α ≠ 0) (hβ : β ≠ 0)
    (u v : Fin n → ℂ) (h : quasi u v (emptyFull α β) = 0) : u = 0 ∧ v = 0 := by
  obtain ⟨h0, h1, hm⟩ := emptyFull_values (n := n) α β (by omega)
  have hs : ∀ (k : Fin n) (S : Finset (Fin n)), sgn k S ≠ 0 := fun k S =>
    Finset.prod_ne_zero_iff.2 fun j _ => by split_ifs <;> norm_num
  constructor
  · -- the configuration with only mode `k` empty isolates `u k`
    funext k
    have hk := congrFun h (Finset.univ.erase k)
    simp only [quasi, Pi.zero_apply] at hk
    rw [Finset.sum_eq_single k] at hk
    · simp only [ann, cre, Finset.mem_erase, ne_eq, not_true_eq_false, false_and, ↓reduceIte,
        Finset.insert_erase (Finset.mem_univ k), h1, mul_zero, add_zero] at hk
      simpa [hs, hβ] using hk
    · intro i _ hik
      have hc : ((Finset.univ.erase k).erase i).card = n - 1 - 1 := by
        rw [Finset.card_erase_of_mem (by simp [hik]),
          Finset.card_erase_of_mem (Finset.mem_univ k), Finset.card_univ, Fintype.card_fin]
      have hz := hm ((Finset.univ.erase k).erase i) (by omega) (by omega)
      simp only [ann, cre, Finset.mem_erase, Finset.mem_univ, ne_eq, hik, not_false_eq_true,
        and_self, ↓reduceIte, hz, mul_zero, add_zero]
    · intro hk'
      exact absurd (Finset.mem_univ k) hk'
  · -- the configuration with only mode `k` filled isolates `v k`
    funext k
    have hk := congrFun h {k}
    have he : ({k} : Finset (Fin n)).erase k = ∅ := by simp
    simp only [quasi, Pi.zero_apply] at hk
    rw [Finset.sum_eq_single k] at hk
    · simp only [ann, cre, Finset.mem_singleton, ↓reduceIte, he, h0, mul_zero, zero_add] at hk
      simpa [hs, hα] using hk
    · intro i _ hik
      have hc : (insert i {k} : Finset (Fin n)).card = 2 := Finset.card_pair hik
      have hz := hm (insert i {k}) (by omega) (by omega)
      simp only [ann, cre, Finset.mem_singleton, hik, ↓reduceIte, hz, mul_zero, add_zero]
    · intro hk'
      exact absurd (Finset.mem_univ k) hk'
```

## An even number of modes gives definite parity

Parity leaves $|\emptyset\rangle$ alone and multiplies $|F\rangle$ by $(-1)^n$. `Even n` makes that factor $1$, and the proof checks empty, full and all other sets separately. For odd $n$ the relative sign flips, so a superposition with both amplitudes nonzero has no definite parity.

```lean
/-- For an even number of modes the superposition of empty and full has even parity. -/
theorem parity_emptyFull (hn : Even n) (α β : ℂ) :
    parity (emptyFull α β : Fock n) = emptyFull α β := by
  funext S
  by_cases h0 : S = ∅
  · subst h0
    simp only [parity, Finset.card_empty, pow_zero, one_mul]
  by_cases h1 : S = Finset.univ
  · subst h1
    simp only [parity, Finset.card_univ, Fintype.card_fin, hn.neg_one_pow, one_mul]
  · simp only [parity, emptyFull, h0, h1, ↓reduceIte, add_zero, mul_zero]
```

## Equal nonzero amplitudes on four modes

The common amplitude $c$ may be any nonzero number; the state is normalised when $|c|=1/\sqrt2$. For $c=0$ the vector is zero and every combination annihilates it.

The theorem states three things: even parity, no nonzero linear annihilator, and failure to be a Bogoliubov vacuum. For the last, `key` applied to each row gives $U=V=0$, and the $(0,0)$ entry of $UU^\dagger+VV^\dagger=1$ then reads $0=1$.

```lean
/-- The equal superposition of the empty and the fully filled four-mode states has even
parity, is annihilated by no nonzero linear combination of the `a_i` and `a_i*`, and is not
a Bogoliubov vacuum. -/
theorem four_mode_counterexample {c : ℂ} (hc : c ≠ 0) :
    parity (emptyFull c c : Fock 4) = emptyFull c c ∧
      (∀ u v : Fin 4 → ℂ, quasi u v (emptyFull c c) = 0 → u = 0 ∧ v = 0) ∧
      ¬ IsBogoliubovVacuum (emptyFull c c : Fock 4) := by
  have key := no_linear_annihilator (n := 4) (by norm_num) hc hc
  refine ⟨parity_emptyFull (by decide) c c, key, ?_⟩
  rintro ⟨-, U, V, h1, -, h⟩
  have hU : U = 0 := by
    ext k i
    exact congrFun (key _ _ (h k)).1 i
  have hV : V = 0 := by
    ext k i
    exact congrFun (key _ _ (h k)).2 i
  -- vanishing quasiparticle operators cannot be canonical
  have h00 := congrFun (congrFun h1 0) 0
  simp [hU, hV] at h00
```

## Normalisation makes the two-mode quasiparticles canonical

For two modes, choose

$$b_0=\alpha a_0-\beta a_1^*,\qquad b_1=\alpha a_1+\beta a_0^*.$$

These coefficients solve the two equations found above. The empty and full configurations give no further condition, since the one-particle amplitudes vanish. Here $U=\alpha\,1$ and $V$ is antisymmetric, so $UV^T+VU^T=0$, while $UU^\dagger+VV^\dagger=(|\alpha|^2+|\beta|^2)\,1$.

The hypothesis $|\alpha|^2+|\beta|^2=1$ makes the last matrix the identity, and it also excludes the zero vector. For a nonzero state of another norm, these $U$ and $V$ need dividing by that norm. The proof supplies the matrices, verifies both conditions entry by entry, and checks annihilation on all four configurations.

```lean
/-- With two modes, every normalised superposition of empty and full is a Bogoliubov
vacuum. -/
theorem two_mode_isBogoliubovVacuum {α β : ℂ} (h : ‖α‖ ^ 2 + ‖β‖ ^ 2 = 1) :
    IsBogoliubovVacuum (emptyFull α β : Fock 2) := by
  obtain ⟨h0, h1, hm⟩ := emptyFull_values (n := 2) α β (by norm_num)

  have hC : α * conj α + β * conj β = 1 := by
    rw [Complex.mul_conj, Complex.mul_conj, Complex.normSq_eq_norm_sq,
      Complex.normSq_eq_norm_sq]
    exact_mod_cast h
  refine ⟨?_, !![α, 0; 0, α], !![0, -β; β, 0], ?_, ?_, ?_⟩
  · intro hz
    rw [hz] at h0 h1
    have ha : α = 0 := h0.symm
    have hb : β = 0 := h1.symm
    simp [ha, hb] at h
  · ext i j
    simp only [Matrix.add_apply, Matrix.mul_apply, Fin.sum_univ_two,
      Matrix.conjTranspose_apply]
    fin_cases i <;> fin_cases j <;> simp <;>
      linear_combination hC
  · ext i j
    simp only [Matrix.add_apply, Matrix.mul_apply, Fin.sum_univ_two, Matrix.transpose_apply]
    fin_cases i <;> fin_cases j <;> simp <;> ring
  · have cases4 : ∀ S : Finset (Fin 2), S = ∅ ∨ S = {0} ∨ S = {1} ∨ S = Finset.univ := by
      decide
    have e1 : (insert 0 {1} : Finset (Fin 2)) = Finset.univ := by decide
    have e2 : (insert 1 {0} : Finset (Fin 2)) = Finset.univ := by decide
    have e3 : (Finset.univ : Finset (Fin 2)).erase 0 = {1} := by decide
    have e4 : (Finset.univ : Finset (Fin 2)).erase 1 = {0} := by decide
    have m0 := hm {0} (by decide) (by decide)
    have m1 := hm {1} (by decide) (by decide)
    -- check the four configurations for both quasiparticles
    refine Fin.forall_fin_two.2 ⟨?_, ?_⟩ <;> funext S <;>
      rcases cases4 S with rfl | rfl | rfl | rfl <;>
      simp [quasi, ann, cre, sgn, Fin.sum_univ_two, e1, e2, e3, e4, h0, h1, m0, m1] <;> ring

end

end FourModeNonGaussian
```

```lean
#print axioms FourModeNonGaussian.ann_anticomm
#print axioms FourModeNonGaussian.ann_cre_anticomm
#print axioms FourModeNonGaussian.four_mode_counterexample
#print axioms FourModeNonGaussian.two_mode_isBogoliubovVacuum
```

```
'FourModeNonGaussian.ann_anticomm' depends on axioms: [propext, Classical.choice, Quot.sound]
'FourModeNonGaussian.ann_cre_anticomm' depends on axioms: [propext, Classical.choice, Quot.sound]
'FourModeNonGaussian.four_mode_counterexample' depends on axioms: [propext, Classical.choice, Quot.sound]
'FourModeNonGaussian.two_mode_isBogoliubovVacuum' depends on axioms: [propext, Classical.choice, Quot.sound]
```
